# In-plane dual projectors of two real unit waves with overlap $s$ have norm $1/\sqrt{1-s^2}$, while the normalised sum and difference are self-dual

A projector of norm 7 can turn an error of size $\varepsilon$ in a wave function into a coefficient error of $7\varepsilon$. Someone who meets such a projector in an augmented-wave setup with two partial waves may blame the space they span and discard a wave. That loses a direction, although the same plane has an orthonormal basis, which can serve as its own set of projectors, each of norm 1.

Let $a,b$ be the smooth (pseudo) partial waves, scaled to unit norm, and $s=\langle a,b\rangle$ their overlap. At $s=0.99$ the dual projectors that lie in the plane of the waves have norm about 7.09. The result concerns the algebra of two real unit waves in projector augmented-wave and ultrasoft methods; it does not assess a complete dataset.

## Real waves and the duality condition

The waves are vectors in a real inner product space `V` of any dimension, for instance real radial functions inside an augmentation sphere. Projectors $p,q$ are dual to $a,b$ when
$$\langle p,a\rangle=\langle q,b\rangle=1,\qquad \langle p,b\rangle=\langle q,a\rangle=0,$$
so that $p$ reads off the coefficient of $a$ and $q$ that of $b$. `IsDualPair a b p q` records these four equations and requires both projectors to lie in the span of the waves.

Realness gives $\langle a,b\rangle=\langle b,a\rangle$, which the proof uses as `real_inner_comm`. For complex waves, $\langle a+b,a-b\rangle$ would contain $\langle b,a\rangle-\langle a,b\rangle$, which vanishes only for real overlap.

In Lean 4 with Mathlib:

```lean
import Mathlib

open Submodule

namespace NearDependentPartialWaves

noncomputable section

variable {V : Type*} [NormedAddCommGroup V] [InnerProductSpace ℝ V]

/-- The projectors `p, q` are dual to the partial waves `a, b`: they lie in the plane of the
waves, and each has overlap one with its own wave and zero with the other. -/
structure IsDualPair (a b p q : V) : Prop where
  p_mem : p ∈ span ℝ {a, b}
  q_mem : q ∈ span ℝ {a, b}
  pa : inner ℝ p a = 1
  pb : inner ℝ p b = 0
  qa : inner ℝ q a = 0
  qb : inner ℝ q b = 1
```

To find $p$ by hand, write $p=\alpha a+\beta b$ with unit waves. Then $\langle p,b\rangle=\alpha s+\beta=0$ gives $\beta=-\alpha s$, and $\langle p,a\rangle=\alpha(1-s^2)=1$ fixes $\alpha$. Hence
$$p=\frac{a-sb}{1-s^2},\qquad q=\frac{b-sa}{1-s^2}.$$
These are `dualWave a b` and `dualWave b a`.

```lean
/-- The vector `(a - s b) / (1 - s²)` with `s = ⟨a, b⟩`. -/
def dualWave (a b : V) : V :=
  (1 / (1 - (inner ℝ a b) ^ 2)) • (a - (inner ℝ a b) • b)
```

The mixtures are $e=(a+b)/\sqrt{2+2s}$ and $o=(a-b)/\sqrt{2-2s}$.

```lean
/-- The vector `(a + b) / √(2 + 2s)` with `s = ⟨a, b⟩`. -/
def evenMix (a b : V) : V := (1 / √(2 + 2 * inner ℝ a b)) • (a + b)

/-- The vector `(a - b) / √(2 - 2s)` with `s = ⟨a, b⟩`. -/
def oddMix (a b : V) : V := (1 / √(2 - 2 * inner ℝ a b)) • (a - b)
```

## Overlap strictly between −1 and 1

For unit waves, $|s|<1$ says that they are linearly independent. By hand it permits division by $1-s^2=(1+s)(1-s)>0$ and by both square roots. `gap_pos` proves this positivity by multiplying the two positive factors.

At $|s|=1$ we have $b=\pm a$, so $\langle p,a\rangle=1$ and $\langle p,b\rangle=0$ contradict each other. No dual pair exists, and one of $a\pm b$ is zero.

```lean
lemma gap_pos {s : ℝ} (hs : |s| < 1) : 0 < 1 - s ^ 2 := by
  obtain ⟨h1, h2⟩ := abs_lt.mp hs
  nlinarith [mul_pos (by linarith : 0 < 1 + s) (by linarith : 0 < 1 - s)]
```

## Unit length

The hypotheses `‖a‖ = 1` and `‖b‖ = 1` fix the normalisation of the waves. They enter the derivation as $\langle a,a\rangle=\langle b,b\rangle=1$, and the proof through `inner_self_one`. Without them, $\langle a+b,a-b\rangle=\|a\|^2-\|b\|^2$, so waves of different length give mixtures that are not orthogonal.

```lean
lemma inner_self_one {a : V} (ha : ‖a‖ = 1) : inner ℝ a a = (1 : ℝ) := by
  rw [real_inner_self_eq_norm_sq, ha, one_pow]
```

The next lemma expands the overlap of any $x$ with the dual wave:
$$\langle x,p\rangle=\frac{\langle x,a\rangle-s\langle x,b\rangle}{1-s^2}.$$

```lean
lemma inner_dualWave (x a b : V) : inner ℝ x (dualWave a b) =
    1 / (1 - (inner ℝ a b) ^ 2) * (inner ℝ x a - inner ℝ a b * inner ℝ x b) := by
  simp only [dualWave, real_inner_smul_right, inner_sub_right]
```

## Projectors confined to the plane

Membership of the span selects the projectors with no component beyond the two waves. Practical projectors need not satisfy it. By hand, it makes the dual pair unique: if $x,y$ in the plane have equal overlaps with $a$ and $b$, then $x-y=ca+db$ is orthogonal to both waves, hence to itself, and vanishes. `eq_of_overlaps` follows this argument, and needs neither unit length nor $|s|<1$.

```lean
/-- A vector in the span of two partial waves is fixed by its overlaps with them. -/
theorem eq_of_overlaps {a b x y : V} (hx : x ∈ span ℝ {a, b}) (hy : y ∈ span ℝ {a, b})
    (h1 : inner ℝ x a = inner ℝ y a) (h2 : inner ℝ x b = inner ℝ y b) : x = y := by
  obtain ⟨c, d, hcd⟩ := mem_span_pair.mp (sub_mem hx hy)
  -- the difference is orthogonal to both waves, hence to itself
  have h : inner ℝ (x - y) (x - y) = (0 : ℝ) := by
    calc inner ℝ (x - y) (x - y) = inner ℝ (x - y) (c • a + d • b) := by rw [hcd]
      _ = 0 := by
        simp only [inner_add_right, real_inner_smul_right, inner_sub_left, h1, h2]
        ring
  exact sub_eq_zero.mp (inner_self_eq_zero.mp h)

/-- Two partial waves have at most one dual pair. -/
theorem IsDualPair.unique {a b p q p' q' : V} (h : IsDualPair a b p q)
    (h' : IsDualPair a b p' q') : p = p' ∧ q = q' :=
  ⟨eq_of_overlaps h.p_mem h'.p_mem (h.pa.trans h'.pa.symm) (h.pb.trans h'.pb.symm),
   eq_of_overlaps h.q_mem h'.q_mem (h.qa.trans h'.qa.symm) (h.qb.trans h'.qb.symm)⟩
```

Existence comes from checking the explicit formula. `dualWave_spec` verifies membership and the two overlaps, cancelling the nonzero factor $1-s^2$; exchanging $a$ and $b$ supplies the second projector.

```lean
lemma dualWave_spec {a b : V} (ha : ‖a‖ = 1) (hb : ‖b‖ = 1) (hs : |inner ℝ a b| < 1) :
    dualWave a b ∈ span ℝ {a, b} ∧ inner ℝ (dualWave a b) a = (1 : ℝ) ∧
      inner ℝ (dualWave a b) b = (0 : ℝ) := by
  have hg := gap_pos hs
  refine ⟨?_, ?_, ?_⟩
  · exact smul_mem _ _ (sub_mem (subset_span (by simp))
      (smul_mem _ _ (subset_span (by simp))))
  · rw [real_inner_comm, inner_dualWave, inner_self_one ha, ← pow_two]
    exact one_div_mul_cancel hg.ne'
  · rw [real_inner_comm, inner_dualWave, inner_self_one hb, real_inner_comm a b]
    ring

/-- For unit partial waves with overlap strictly between -1 and 1, the explicit dual waves
form a dual pair. -/
theorem isDualPair_dualWave {a b : V} (ha : ‖a‖ = 1) (hb : ‖b‖ = 1)
    (hs : |inner ℝ a b| < 1) : IsDualPair a b (dualWave a b) (dualWave b a) := by
  obtain ⟨h1, h2, h3⟩ := dualWave_spec ha hb hs
  obtain ⟨k1, k2, k3⟩ := dualWave_spec hb ha (by rw [real_inner_comm]; exact hs)
  exact ⟨h1, by rwa [Set.pair_comm], h2, h3, k3, k2⟩
```

Setting $x=p$ in the overlap formula gives
$$\|p\|^2=\frac{1-s\cdot 0}{1-s^2}=\frac1{1-s^2},$$
and a square root gives the norm. By symmetry $\|q\|=\|p\|$.

A mistake that is easy to make here is to normalise the projector afterwards. The unit vector $(a-sb)/\sqrt{1-s^2}$ has overlap $\sqrt{1-s^2}$ with $a$, so for $s\neq0$ it no longer returns the correct coefficient.

```lean
/-- For unit partial waves with overlap `s`, `|s| < 1`, the dual wave has norm `1 / √(1 - s²)`. -/
theorem norm_dualWave {a b : V} (ha : ‖a‖ = 1) (hb : ‖b‖ = 1) (hs : |inner ℝ a b| < 1) :
    ‖dualWave a b‖ = 1 / √(1 - (inner ℝ a b) ^ 2) := by
  obtain ⟨-, h2, h3⟩ := dualWave_spec ha hb hs
  have hsq : ‖dualWave a b‖ ^ 2 = 1 / (1 - (inner ℝ a b) ^ 2) := by
    rw [← real_inner_self_eq_norm_sq, inner_dualWave, h2, h3]
    ring
  rw [← Real.sqrt_sq (norm_nonneg (dualWave a b)), hsq,
    Real.sqrt_div (zero_le_one : (0 : ℝ) ≤ 1), Real.sqrt_one]
```

The same formula with the waves exchanged gives
$$\langle p,q\rangle=\frac{\langle p,b\rangle-s\langle p,a\rangle}{1-s^2}=-\frac{s}{1-s^2}.$$

```lean
/-- For unit partial waves with overlap `s`, `|s| < 1`, the two projectors of a dual pair have
overlap `-s / (1 - s²)`. -/
theorem IsDualPair.overlap {a b p q : V} (ha : ‖a‖ = 1) (hb : ‖b‖ = 1)
    (hs : |inner ℝ a b| < 1) (h : IsDualPair a b p q) :
    inner ℝ p q = -inner ℝ a b / (1 - (inner ℝ a b) ^ 2) := by
  rw [(h.unique (isDualPair_dualWave ha hb hs)).2, inner_dualWave, h.pa, h.pb,
    real_inner_comm a b]
  ring
```

Without confinement to the plane, uniqueness can fail, but the norm cannot fall. Let $r$ be any vector of the whole space with $\langle r,a\rangle=1$ and $\langle r,b\rangle=0$. Then $\langle r,p\rangle=1/(1-s^2)=\|p\|^2$, so
$$\|r-p\|^2=\|r\|^2-2\langle r,p\rangle+\|p\|^2=\|r\|^2-\|p\|^2.$$
The left side is nonnegative and vanishes only for $r=p$. In `projector_norm_bound` the vector $r$ is called `p`, and `hpy` is this identity.

```lean
/-- For unit partial waves `a, b` with overlap `s`, `|s| < 1`, any projector in the whole space with
overlap one with `a` and zero with `b` has norm at least `1 / √(1 - s²)`, and only the dual wave
attains this bound. -/
theorem projector_norm_bound {a b p : V} (ha : ‖a‖ = 1) (hb : ‖b‖ = 1)
    (hs : |inner ℝ a b| < 1) (hpa : inner ℝ p a = (1 : ℝ)) (hpb : inner ℝ p b = (0 : ℝ)) :
    1 / √(1 - (inner ℝ a b) ^ 2) ≤ ‖p‖ ∧
      (‖p‖ = 1 / √(1 - (inner ℝ a b) ^ 2) ↔ p = dualWave a b) := by
  obtain ⟨-, h2, h3⟩ := dualWave_spec ha hb hs
  rw [← norm_dualWave ha hb hs]
  have hin : inner ℝ p (dualWave a b) = ‖dualWave a b‖ ^ 2 := by
    rw [← real_inner_self_eq_norm_sq, inner_dualWave, inner_dualWave, hpa, hpb, h2, h3]
  -- Pythagoras: the part of `p` beyond the dual wave only adds length
  have hpy : ‖p - dualWave a b‖ ^ 2 = ‖p‖ ^ 2 - ‖dualWave a b‖ ^ 2 := by
    rw [norm_sub_sq_real, hin]
    ring
  refine ⟨?_, fun h => ?_, fun h => by rw [h]⟩
  · apply le_of_sq_le_sq₀' <;> first | positivity | nlinarith [sq_nonneg ‖p - dualWave a b‖]
  · rw [h, sub_self] at hpy
    exact sub_eq_zero.mp (norm_eq_zero.mp (pow_eq_zero_iff two_ne_zero |>.mp hpy))
where
  le_of_sq_le_sq₀' {x y : ℝ} (hy : 0 ≤ y) (h : x ^ 2 ≤ y ^ 2) : x ≤ y :=
    le_of_sq_le_sq h hy
  le_of_sq_le_sq {x y : ℝ} (h : x ^ 2 ≤ y ^ 2) (hy : 0 ≤ y) : x ≤ y := by
    by_contra hc
    nlinarith [not_le.mp hc]
```

## The hypotheses applied to the mixtures

The sum and difference span the original plane because
$$a=\tfrac12[(a+b)+(a-b)],\qquad b=\tfrac12[(a+b)-(a-b)].$$
`span_mix` proves the two inclusions. It uses $|s|<1$ to undo the scaling by the square roots, and does not need unit length.

```lean
/-- If the overlap of `a` and `b` is strictly between -1 and 1, then `evenMix a b` and `oddMix a b`
have the same span as `a` and `b`. -/
theorem span_mix {a b : V} (hs : |inner ℝ a b| < 1) :
    span ℝ {evenMix a b, oddMix a b} = span ℝ {a, b} := by
  obtain ⟨l, r⟩ := abs_lt.mp hs
  have hP : √(2 + 2 * inner ℝ a b) ≠ 0 := (Real.sqrt_pos.mpr (by linarith)).ne'
  have hM : √(2 - 2 * inner ℝ a b) ≠ 0 := (Real.sqrt_pos.mpr (by linarith)).ne'
  have h1 : √(2 + 2 * inner ℝ a b) • evenMix a b = a + b := by
    rw [evenMix, smul_smul, mul_one_div_cancel hP, one_smul]
  have h2 : √(2 - 2 * inner ℝ a b) • oddMix a b = a - b := by
    rw [oddMix, smul_smul, mul_one_div_cancel hM, one_smul]
  have ma : a ∈ span ℝ {a, b} := subset_span (by simp)
  have mb : b ∈ span ℝ {a, b} := subset_span (by simp)
  have mp : a + b ∈ span ℝ {evenMix a b, oddMix a b} :=
    h1 ▸ smul_mem _ _ (subset_span (by simp))
  have mm : a - b ∈ span ℝ {evenMix a b, oddMix a b} :=
    h2 ▸ smul_mem _ _ (subset_span (by simp))
  apply le_antisymm
  · exact span_le.mpr (Set.insert_subset (smul_mem _ _ (add_mem ma mb))
      (Set.singleton_subset_iff.mpr (smul_mem _ _ (sub_mem ma mb))))
  · -- recover each wave as half the sum or difference of `a + b` and `a - b`
    have ea : a = (1 / 2 : ℝ) • ((a + b) + (a - b)) := by module
    have eb : b = (1 / 2 : ℝ) • ((a + b) - (a - b)) := by module
    have na : a ∈ span ℝ {evenMix a b, oddMix a b} := by
      have := smul_mem _ (1 / 2 : ℝ) (add_mem mp mm)
      rwa [← ea] at this
    have nb : b ∈ span ℝ {evenMix a b, oddMix a b} := by
      have := smul_mem _ (1 / 2 : ℝ) (sub_mem mp mm)
      rwa [← eb] at this
    exact span_le.mpr (Set.insert_subset na (Set.singleton_subset_iff.mpr nb))
```

Unit length enters when the overlaps are computed:
$$\|a\pm b\|^2=1\pm2s+1=2\pm2s,\qquad \langle a+b,a-b\rangle=1-s+s-1=0.$$
Thus $\langle e,e\rangle=\langle o,o\rangle=1$ and $\langle e,o\rangle=0$, which are exactly the duality equations with each wave as its own projector. In `mix_selfDual`, `simp only` expands the inner products, `kP` and `kM` cancel the squared normalisation factors, and `ring` closes the orthogonality goals.

```lean
/-- For unit partial waves with overlap strictly between -1 and 1, the normalised sum and difference
are their own dual pair. -/
theorem mix_selfDual {a b : V} (ha : ‖a‖ = 1) (hb : ‖b‖ = 1) (hs : |inner ℝ a b| < 1) :
    IsDualPair (evenMix a b) (oddMix a b) (evenMix a b) (oddMix a b) := by
  obtain ⟨l, r⟩ := abs_lt.mp hs
  have hP : 0 < 2 + 2 * inner ℝ a b := by linarith
  have hM : 0 < 2 - 2 * inner ℝ a b := by linarith
  have kP : (1 / √(2 + 2 * inner ℝ a b)) ^ 2 * (2 + 2 * inner ℝ a b) = 1 := by
    rw [div_pow, one_pow, Real.sq_sqrt hP.le, one_div_mul_cancel hP.ne']
  have kM : (1 / √(2 - 2 * inner ℝ a b)) ^ 2 * (2 - 2 * inner ℝ a b) = 1 := by
    rw [div_pow, one_pow, Real.sq_sqrt hM.le, one_div_mul_cancel hM.ne']
  have hba : inner ℝ b a = inner ℝ a b := real_inner_comm _ _
  refine ⟨subset_span (by simp), subset_span (by simp), ?_, ?_, ?_, ?_⟩ <;>
    simp only [evenMix, oddMix, real_inner_smul_left, real_inner_smul_right, inner_add_left,
      inner_add_right, inner_sub_left, inner_sub_right, inner_self_one ha, inner_self_one hb, hba]
  · linear_combination kP
  · ring
  · ring
  · linear_combination kM
```

The final theorem says that every dual pair of $a,b$ has both norms equal to $1/\sqrt{1-s^2}$, that the mixtures span the same plane, and that $(p,q)$ is dual to the mixtures if and only if $p=e$ and $q=o$. Its proof uses uniqueness to replace an arbitrary dual pair by the explicit one.

The change of basis does not remove near-dependence from the input data. For $s$ near 1, forming $o$ divides $a-b$ by the small number $\sqrt{2-2s}$, which amplifies errors already present in that difference; for $s$ near $-1$ the same happens to $e$.

```lean
/-- For unit partial waves with overlap `s`, `|s| < 1`, both projectors of any dual pair have
norm `1 / √(1 - s²)`, whereas the normalised sum and difference span the same plane and have
themselves as their only dual pair. -/
theorem dual_norms_and_selfDual_mixtures {a b : V} (ha : ‖a‖ = 1) (hb : ‖b‖ = 1)
    (hs : |inner ℝ a b| < 1) :
    (∀ p q, IsDualPair a b p q → ‖p‖ = 1 / √(1 - (inner ℝ a b) ^ 2) ∧
      ‖q‖ = 1 / √(1 - (inner ℝ a b) ^ 2)) ∧
    span ℝ {evenMix a b, oddMix a b} = span ℝ {a, b} ∧
    ∀ p q, IsDualPair (evenMix a b) (oddMix a b) p q ↔ p = evenMix a b ∧ q = oddMix a b := by
  refine ⟨fun p q h => ?_, span_mix hs, fun p q => ⟨fun h => h.unique (mix_selfDual ha hb hs), ?_⟩⟩
  · obtain ⟨rfl, rfl⟩ := h.unique (isDualPair_dualWave ha hb hs)
    refine ⟨norm_dualWave ha hb hs, ?_⟩
    rw [norm_dualWave hb ha (by rw [real_inner_comm]; exact hs), real_inner_comm a b]
  · rintro ⟨rfl, rfl⟩
    exact mix_selfDual ha hb hs

end

end NearDependentPartialWaves
```

```lean
#print axioms NearDependentPartialWaves.IsDualPair.overlap
#print axioms NearDependentPartialWaves.projector_norm_bound
#print axioms NearDependentPartialWaves.dual_norms_and_selfDual_mixtures
```

```
'NearDependentPartialWaves.IsDualPair.overlap' depends on axioms: [propext, Classical.choice, Quot.sound]
'NearDependentPartialWaves.projector_norm_bound' depends on axioms: [propext, Classical.choice, Quot.sound]
'NearDependentPartialWaves.dual_norms_and_selfDual_mixtures' depends on axioms: [propext, Classical.choice, Quot.sound]
```
